# A bound on the absorption lost below an energy cutoff when higher final states are omitted

The strength missing from a truncated spectrum can be defined as the sum over the omitted states, or as the total strength minus the retained part. The second definition is used here, because it needs only the dipole vector and the states that were computed.

Let $H$ be a Hermitian operator on a finite-dimensional complex space, with orthonormal eigenvectors $v_i$ and energies $E_i$. The dipole vector $b$ is the dipole operator applied to the core orbital, represented in that space; if $H$ also has occupied eigenstates, $b$ must first be projected onto the empty ones. The cutoff is $C$, and $w$ is the photon energy plus the energy of the core level, so the transition into state $i$ is centred at $w=E_i$. With strengths $f_i=|\langle v_i,b\rangle|^2$, half-width $s>0$ and $L(x)=(s/\pi)/(x^2+s^2)$, define

$$A(w)=\sum_i f_i L(E_i-w),\qquad A_C(w)=\sum_{E_i<C} f_i L(E_i-w),\qquad R=\|b\|^2-\sum_{E_i<C}f_i .$$

For $w\le C$ the claim is

$$0\le A(w)-A_C(w)\le \frac{s}{\pi}\,\frac{R}{(C-w)^2+s^2}.$$

For a XANES calculation with a fixed finite Hamiltonian and constant broadening, this bounds the effect of too few empty bands, provided that all eigenstates below $C$ are retained and are exact. It does not estimate the error of the basis set itself.

## Comparing each omitted line with a line at the cutoff

Since the $v_i$ are an orthonormal basis, $\sum_i f_i=\|b\|^2$, so $R=\sum_{E_i\ge C}f_i$. Subtracting the two spectra gives

$$A(w)-A_C(w)=\sum_{E_i\ge C}f_iL(E_i-w)\ge 0.$$

For $w\le C\le E$,

$$(E-w)^2-(C-w)^2=(E-C)(E+C-2w)\ge 0,$$

hence $L(E-w)\le L(C-w)$. If $E>C$, both factors are positive and the inequality is strict. Therefore

$$L(C-w)R-\bigl(A(w)-A_C(w)\bigr)=\sum_{E_i\ge C}f_i\bigl(L(C-w)-L(E_i-w)\bigr)\ge 0,$$

which is the upper bound. It is attained exactly when every omitted state with $f_i\ne0$ lies at $C$.

The step from $E\ge C$ to $(E-w)^2\ge(C-w)^2$ is easily made without checking where $w$ lies. If $w>C$ and the only state has $E=w$ and $f>0$, the error is $f/(\pi s)$, which exceeds the bound.

If the vector space is one-dimensional and its only energy is $E\ge C$, the truncated spectrum is zero and $R=\|b\|^2$. The claim is then just $\|b\|^2L(E-w)\le\|b\|^2L(C-w)$.

For a window $w\le W\le C$, we have $(C-w)^2-(C-W)^2=(W-w)(2C-W-w)\ge0$. As $R\ge0$, the bound at $W$ serves for the whole window.

The sum over states is also a Green's function expression. Put $z=w+is$ and solve $(z-H)x=b$. Taking components gives $(z-E_i)\langle v_i,x\rangle=\langle v_i,b\rangle$, and $z-E_i\neq0$ because its imaginary part is $s$. So $x$ is unique, and

$$-\frac1\pi\operatorname{Im}\langle b,x\rangle=-\frac1\pi\sum_i\operatorname{Im}\frac{f_i}{w-E_i+is}=A(w).$$

## Spectrum and missing strength in Lean

The type `V` is the finite-dimensional space, and `hH : H.IsSymmetric` says that $H$ is Hermitian.

```lean
import Mathlib

open scoped Real ComplexConjugate

namespace XanesBandCutoff

noncomputable section

variable {V : Type*} [NormedAddCommGroup V] [InnerProductSpace ℂ V] [FiniteDimensional ℂ V]
  {H : V →ₗ[ℂ] V}

/-- The normalised Lorentzian of half-width `s > 0` at distance `x` from its centre. -/
def lorentzian (s x : ℝ) : ℝ := s / π / (x ^ 2 + s ^ 2)
```

The spectral theorem supplies $E_i$ and $v_i$, indexed by `Fin (Module.finrank ℂ V)`.

```lean
/-- The energy of the `i`-th eigenstate of the Hermitian operator `H`. -/
def energy (hH : H.IsSymmetric) (i : Fin (Module.finrank ℂ V)) : ℝ := hH.eigenvalues rfl i

/-- The `i`-th member of an orthonormal basis of eigenstates of `H`. -/
def state (hH : H.IsSymmetric) (i : Fin (Module.finrank ℂ V)) : V := hH.eigenvectorBasis rfl i
```

The inner product is linear in its second argument. Physical prefactors of the cross-section are left out.

```lean
/-- The strength of the transition into eigenstate `i`: the squared modulus of its overlap
with the dipole vector `b`. -/
def strength (hH : H.IsSymmetric) (b : V) (i : Fin (Module.finrank ℂ V)) : ℝ :=
  ‖inner ℂ (state hH i) b‖ ^ 2

/-- The broadened absorption spectrum at energy `w`, summed over all eigenstates,
for a half-width `s > 0`. -/
def absorption (hH : H.IsSymmetric) (b : V) (s w : ℝ) : ℝ :=
  ∑ i, strength hH b i * lorentzian s (energy hH i - w)
```

The filter `energy hH i < C` is strict, so a state exactly at $C$ is omitted.

```lean
/-- The broadened spectrum computed only from eigenstates with energy below the cutoff `C`,
for a half-width `s > 0`. -/
def truncated (hH : H.IsSymmetric) (b : V) (s C w : ℝ) : ℝ :=
  ∑ i with energy hH i < C, strength hH b i * lorentzian s (energy hH i - w)

/-- The squared norm of the dipole vector minus the strength retained below the cutoff `C`. -/
def missing (hH : H.IsSymmetric) (b : V) (C : ℝ) : ℝ :=
  ‖b‖ ^ 2 - ∑ i with energy hH i < C, strength hH b i
```

## Sum rule and Green's function

The first lemma moves $H$ to the left of the inner product, where it acts on an eigenvector. The second is the sum rule.

```lean
/-- In the eigenbasis of `H`, the operator `z - H` multiplies the `i`-th component of a vector
by `z` minus the `i`-th energy. -/
theorem inner_shift (hH : H.IsSymmetric) (i : Fin (Module.finrank ℂ V)) (z : ℂ) (y : V) :
    inner ℂ (state hH i) (z • y - H y) = (z - energy hH i) * inner ℂ (state hH i) y := by
  have hv : H (state hH i) = ((energy hH i : ℝ) : ℂ) • state hH i :=
    hH.apply_eigenvectorBasis rfl i
  rw [inner_sub_right, inner_smul_right, ← hH (state hH i) y, hv, inner_smul_left,
    Complex.conj_ofReal]
  ring

/-- Sum rule: the strengths of all transitions add up to the squared norm of the dipole
vector. -/
theorem sum_strength (hH : H.IsSymmetric) (b : V) : ∑ i, strength hH b i = ‖b‖ ^ 2 := by
  rw [← (hH.eigenvectorBasis rfl).repr.norm_map b, EuclideanSpace.norm_sq_eq]
  refine Finset.sum_congr rfl fun i _ => ?_
  rw [OrthonormalBasis.repr_apply_apply]
  rfl
```

In the proof of the next theorem, `L` is the operator $z-H$, not the Lorentzian, and `inj` shows that a solution of the homogeneous equation has no nonzero component. In finite dimension injectivity gives surjectivity, hence a unique $x$. The imaginary part is then computed term by term: with $c=\langle v_i,x\rangle$, `h1` gives $f_i=((E_i-w)^2+s^2)|c|^2$ and `h2` gives the imaginary part $-s|c|^2$.

```lean
/-- For `s > 0`, the equation `(w + i s - H) x = b` has exactly one solution `x`, and the
broadened spectrum is `-(1/π)` times the imaginary part of the overlap of `b` with `x`. -/
theorem absorption_eq_resolvent (hH : H.IsSymmetric) (b : V) {s : ℝ} (hs : 0 < s) (w : ℝ) :
    ∃ x : V, (∀ y : V, ((w : ℂ) + s * Complex.I) • y - H y = b ↔ y = x) ∧
      absorption hH b s w = -(1 / π) * (inner ℂ b x).im := by
  have hz : ∀ i, (w : ℂ) + s * Complex.I - energy hH i ≠ 0 := fun i h =>
    hs.ne' (by simpa using congrArg Complex.im h)
  let L : V →ₗ[ℂ] V := ((w : ℂ) + s * Complex.I) • LinearMap.id - H
  -- no component of a vector can be annihilated, because the energies are real
  have inj : Function.Injective L := by
    rw [injective_iff_map_eq_zero]
    intro y hy
    have hc : ∀ i, inner ℂ (state hH i) y = 0 := fun i => by
      have h := inner_shift hH i ((w : ℂ) + s * Complex.I) y
      rw [show ((w : ℂ) + s * Complex.I) • y - H y = 0 from hy, inner_zero_right] at h
      exact (mul_eq_zero.1 h.symm).resolve_left (hz i)
    have hn : ‖y‖ ^ 2 = 0 := by
      rw [← sum_strength hH y]
      exact Finset.sum_eq_zero fun i _ => by simp [strength, hc i]
    exact norm_eq_zero.1 ((pow_eq_zero_iff two_ne_zero).1 hn)
  obtain ⟨x, hx⟩ := LinearMap.injective_iff_surjective.1 inj b
  refine ⟨x, fun y => ⟨fun hy => inj (by rw [hx]; exact hy), fun hy => by rw [hy]; exact hx⟩, ?_⟩
  have hsum : ∑ i, inner ℂ b (state hH i) * inner ℂ (state hH i) x = inner ℂ b x :=
    (hH.eigenvectorBasis rfl).sum_inner_mul_inner b x
  rw [← hsum, Complex.im_sum, Finset.mul_sum, absorption]
  refine Finset.sum_congr rfl fun i _ => ?_
  -- each eigenstate contributes one pole, whose imaginary part is a Lorentzian
  have hb := inner_shift hH i ((w : ℂ) + s * Complex.I) x
  rw [show ((w : ℂ) + s * Complex.I) • x - H x = b from hx] at hb
  rw [← inner_conj_symm b (state hH i), strength, hb]
  generalize inner ℂ (state hH i) x = c
  generalize energy hH i = e
  have hD : (e - w) ^ 2 + s ^ 2 ≠ 0 := by positivity
  have h1 : ‖((w : ℂ) + s * Complex.I - e) * c‖ ^ 2
      = ((e - w) ^ 2 + s ^ 2) * Complex.normSq c := by
    rw [← Complex.normSq_eq_norm_sq, map_mul]
    congr 1
    simp [Complex.normSq_apply]
    ring
  have h2 : (conj (((w : ℂ) + s * Complex.I - e) * c) * c).im = -s * Complex.normSq c := by
    simp [Complex.normSq_apply]
    ring
  rw [h1, h2, lorentzian]
  field_simp
```

## The error bound and its equality case

The Lorentzian comparison treats $E=C$ and $E>C$ separately; `nlinarith` receives the product $(E-C)(E+C-2w)>0$.

```lean
/-- For `s > 0` and `w ≤ C ≤ E`, a Lorentzian centred at `E` is at `w` no larger than one
centred at `C`, and the two are equal only if `E = C`. -/
theorem lorentzian_tail {s w C E : ℝ} (hs : 0 < s) (hw : w ≤ C) (hE : C ≤ E) :
    lorentzian s (E - w) ≤ lorentzian s (C - w) ∧
      (lorentzian s (E - w) = lorentzian s (C - w) ↔ E = C) := by
  rcases hE.eq_or_lt with rfl | h
  · exact ⟨le_rfl, by simp⟩
  · have hlt : lorentzian s (E - w) < lorentzian s (C - w) := by
      unfold lorentzian
      refine div_lt_div_of_pos_left (by positivity) (by positivity) ?_
      nlinarith [mul_pos (sub_pos.2 h) (show 0 < E + C - 2 * w by linarith)]
    exact ⟨hlt.le, fun e => absurd e hlt.ne, fun e => absurd e h.ne'⟩
```

Splitting the full sums at the cutoff expresses both $R$ and the error through omitted states.

```lean
/-- The missing strength and the truncation error are the sums of the strengths and of the
broadened lines, respectively, over the eigenstates that are not below the cutoff. -/
theorem omitted_states (hH : H.IsSymmetric) (b : V) (s C w : ℝ) :
    missing hH b C = ∑ i with ¬ energy hH i < C, strength hH b i ∧
    absorption hH b s w - truncated hH b s C w =
      ∑ i with ¬ energy hH i < C, strength hH b i * lorentzian s (energy hH i - w) := by
  have split : ∀ f : Fin (Module.finrank ℂ V) → ℝ,
      (∑ i with energy hH i < C, f i) + ∑ i with ¬ energy hH i < C, f i = ∑ i, f i :=
    fun f => Finset.sum_filter_add_sum_filter_not _ _ _
  constructor
  · rw [missing, ← sum_strength hH b, ← split (strength hH b)]
    ring
  · rw [absorption, truncated, ← split]
    ring
```

Their combination is an identity for the right-hand side of the claim minus the error. It holds for every $w$, whereas the inequality is claimed only for $w\le C$.

```lean
/-- The quantity `(s/π) R / ((C - w)² + s²)`, with `R` the missing strength, minus the truncation
error is a sum over the eigenstates that are not below the cutoff `C` of strength times the
difference between a Lorentzian at the cutoff and one at the true energy. -/
theorem bound_gap (hH : H.IsSymmetric) (b : V) (s C w : ℝ) :
    s / π * missing hH b C / ((C - w) ^ 2 + s ^ 2)
        - (absorption hH b s w - truncated hH b s C w) =
      ∑ i with ¬ energy hH i < C,
        strength hH b i * (lorentzian s (C - w) - lorentzian s (energy hH i - w)) := by
  have e : s / π * missing hH b C / ((C - w) ^ 2 + s ^ 2)
      = lorentzian s (C - w) * missing hH b C := by
    unfold lorentzian
    ring
  rw [e, (omitted_states hH b s C w).1, (omitted_states hH b s C w).2, Finset.mul_sum,
    ← Finset.sum_sub_distrib]
  exact Finset.sum_congr rfl fun i _ => by ring
```

The main theorem assumes `hs : 0 < s` and `hw : w ≤ C`. Its two parts follow from the signs of the terms in the preceding sums.

```lean
/-- For `s > 0` and `w ≤ C`, omitting the eigenstates with energy at least `C` lowers the
spectrum at `w` by at least zero and at most `(s/π) R / ((C - w)² + s²)`, with `R` the missing
strength. -/
theorem truncation_error (hH : H.IsSymmetric) (b : V) {s C w : ℝ} (hs : 0 < s) (hw : w ≤ C) :
    0 ≤ absorption hH b s w - truncated hH b s C w ∧
    absorption hH b s w - truncated hH b s C w ≤
      s / π * missing hH b C / ((C - w) ^ 2 + s ^ 2) := by
  constructor
  · rw [(omitted_states hH b s C w).2]
    exact Finset.sum_nonneg fun i _ => by unfold strength lorentzian; positivity
  · rw [← sub_nonneg, bound_gap]
    refine Finset.sum_nonneg fun i hi => mul_nonneg (sq_nonneg _) (sub_nonneg.2 ?_)
    exact (lorentzian_tail hs hw (not_lt.1 (Finset.mem_filter.1 hi).2)).1
```

For equality, a sum of nonnegative terms vanishes only if each term does; the strict part of `lorentzian_tail` then forces $E_i=C$ wherever $f_i\ne0$.

```lean
/-- For `s > 0` and `w ≤ C`, the error bound is attained exactly when every omitted eigenstate
of nonzero strength has energy `C`. -/
theorem truncation_error_eq_iff (hH : H.IsSymmetric) (b : V) {s C w : ℝ} (hs : 0 < s)
    (hw : w ≤ C) :
    absorption hH b s w - truncated hH b s C w =
      s / π * missing hH b C / ((C - w) ^ 2 + s ^ 2) ↔
    ∀ i, C ≤ energy hH i → strength hH b i ≠ 0 → energy hH i = C := by
  rw [eq_comm, ← sub_eq_zero, bound_gap, Finset.sum_eq_zero_iff_of_nonneg]
  · constructor
    · intro h i hi hne
      have h0 := h i (Finset.mem_filter.2 ⟨Finset.mem_univ i, not_lt.2 hi⟩)
      have h1 := (mul_eq_zero.1 h0).resolve_left hne
      exact (lorentzian_tail hs hw hi).2.1 (sub_eq_zero.1 h1).symm
    · intro h i hi
      by_cases hf : strength hH b i = 0
      · rw [hf, zero_mul]
      · rw [h i (not_lt.1 (Finset.mem_filter.1 hi).2) hf, sub_self, mul_zero]
  · intro i hi
    refine mul_nonneg (sq_nonneg _) (sub_nonneg.2 ?_)
    exact (lorentzian_tail hs hw (not_lt.1 (Finset.mem_filter.1 hi).2)).1
```

The window version applies the main theorem at $w$ and then compares denominators.

```lean
/-- For `s > 0` and `W ≤ C`, the error bound evaluated at `W` holds at every energy
`w ≤ W`. -/
theorem truncation_error_window (hH : H.IsSymmetric) (b : V) {s C W : ℝ} (hs : 0 < s)
    (hW : W ≤ C) : ∀ w ≤ W, absorption hH b s w - truncated hH b s C w ≤
      s / π * missing hH b C / ((C - W) ^ 2 + s ^ 2) := by
  intro w hw
  have hR : 0 ≤ missing hH b C := by
    rw [(omitted_states hH b s C w).1]
    exact Finset.sum_nonneg fun i _ => sq_nonneg _
  refine (truncation_error hH b hs (hw.trans hW)).2.trans ?_
  refine div_le_div_of_nonneg_left (by positivity) (by positivity) ?_
  nlinarith [mul_nonneg (sub_nonneg.2 hw) (show 0 ≤ 2 * C - W - w by linarith)]

end

end XanesBandCutoff
```

```lean
#print axioms XanesBandCutoff.absorption_eq_resolvent
#print axioms XanesBandCutoff.omitted_states
#print axioms XanesBandCutoff.truncation_error_eq_iff
#print axioms XanesBandCutoff.truncation_error_window
```

```
'XanesBandCutoff.absorption_eq_resolvent' depends on axioms: [propext, Classical.choice, Quot.sound]
'XanesBandCutoff.omitted_states' depends on axioms: [propext, Classical.choice, Quot.sound]
'XanesBandCutoff.truncation_error_eq_iff' depends on axioms: [propext, Classical.choice, Quot.sound]
'XanesBandCutoff.truncation_error_window' depends on axioms: [propext, Classical.choice, Quot.sound]
```
